# For gapped orbitals, second-order exchange is nonnegative with one or two real factors but can be negative with three

The second-order exchange energy of a set of occupied orbitals $i,j$ and virtual orbitals $a,b$ is

$$E_x=\frac12\sum_{ijab}\frac{g_{iajb}\,g_{ibja}}{e_a+e_b-e_i-e_j},\qquad g_{iajb}=\sum_p B^p_{ia}B^p_{jb}.$$

Here $e$ denotes an orbital energy, and each $B^p$ is a real array, called a factor. If every virtual level lies above every occupied level, then $E_x\ge 0$ for one factor and for two. Three factors can make it negative. For the four matrices of left multiplication by the quaternions $1,\mathbf i,\mathbf j,\mathbf k$, with every gap $e_a-e_i$ equal to $D\neq0$, it equals $-8/D$.

## The exchange term in MP2 and RPA codes

Density fitting and Cholesky decomposition both produce integrals in this factorized form. In spin orbitals, $E_x$ enters the MP2 correlation energy with a plus sign, beside the direct term $-\frac12\sum g_{iajb}^2/(e_a+e_b-e_i-e_j)$. It is also the lowest-order part of the second-order screened exchange that is added to the direct random-phase approximation.

A code may take for granted that exchange offsets part of the direct term, for instance by treating a negative $E_x$ as an error. For general real factors over finitely many orbitals with a gap, that assumption is safe only up to two factors, and fitted integrals usually have many more. The quaternion factors also give an exchange routine a small input with a known negative answer. A closed-shell routine that reads the arrays as spatial orbitals sums over both spins and should return twice the values given here.

## Squares, damping and quaternion traces

**Two factors without denominators.** Write $X=B^0$ and $Y=B^1$. One term of the exchange sum is

$$(X_{ia}X_{jb}+Y_{ia}Y_{jb})(X_{ib}X_{ja}+Y_{ib}Y_{ja}).$$

Multiplying out shows that it equals

$$(X_{ia}X_{ib}-Y_{ia}Y_{ib})(X_{ja}X_{jb}-Y_{ja}Y_{jb})+(X_{ia}Y_{ja}+Y_{ia}X_{ja})(X_{ib}Y_{jb}+Y_{ib}X_{jb}),$$

because the two negative products from the first part cancel against two products from the second. In the first part the sums over $i$ and $j$ separate into equal factors; in the second, the sums over $a$ and $b$ do. Hence

$$\sum_{ijab}g_{iajb}g_{ibja}=\sum_{ab}\Big(\sum_i(X_{ia}X_{ib}-Y_{ia}Y_{ib})\Big)^2+\sum_{ij}\Big(\sum_a(X_{ia}Y_{ja}+Y_{ia}X_{ja})\Big)^2\ge0.$$

**Restoring the denominators.** Let $w_k$ be real weights and $d_k>0$ rates such that $\sum_k w_ke^{-td_k}\ge0$ for all real $t$. Define $F(t)=\sum_k (w_k/d_k)e^{-td_k}$. Then $F'(t)=-\sum_k w_ke^{-td_k}\le0$, and $F(t)\to0$ as $t\to\infty$. A decreasing function with limit zero is nowhere negative, so $F(0)=\sum_k w_k/d_k\ge0$.

Take $w=g_{iajb}g_{ibja}$ and $d=e_a+e_b-e_i-e_j$, which is positive because of the gap. Replace each factor by $B^p_{ia}e^{-t(e_a-e_i)/2}$. Each of the two integrals then acquires $e^{-td/2}$, and their product acquires $e^{-td}$. The damped sum is therefore the exchange sum of two damped factors, which is nonnegative by the first step. This gives $E_x\ge0$ for two factors; setting $Y=0$ gives the result for one.

**Quaternion factors.** Let $L_p$ be the left-multiplication matrix of the $p$th unit. Without denominators, a pair $(p,q)$ contributes

$$\sum_{ijab}(L_p)_{ia}(L_p)_{jb}(L_q)_{ib}(L_q)_{ja}=\operatorname{tr}\big[(L_pL_q^T)^2\big].$$

For $p=q$ the matrix $L_pL_q^T$ is the identity, and the trace is $4$. For $p\ne q$ it is left multiplication by $\pm\mathbf i$, $\pm\mathbf j$ or $\pm\mathbf k$, whose square is minus the identity, and the trace is $-4$. With $m$ distinct units the total is $4m-4m(m-1)=8m-4m^2$. Every denominator is $2D$, so

$$E_x=\frac12\cdot\frac{8m-4m^2}{2D}=\frac{m(2-m)}{D}.$$

The values for $m=1,2,3,4$ are $1/D$, $0$, $-3/D$ and $-8/D$.

**A case with unequal gaps.** Take one factor with rows $(1,1)$ and $(1,-1)$, occupied energies $-1,0$ and virtual energies $1,2$, in any consistent units. The numerator is $-1$ when $i\ne j$ and $a\ne b$, and $+1$ otherwise. The contributions to the fourfold sum are:

- $i=j$, lower occupied level: $\frac14+\frac25+\frac16=\frac{49}{60}$
- $i=j$, upper occupied level: $\frac12+\frac23+\frac14=\frac{85}{60}$
- $i\neq j$, both orders: $2\left(\frac13+\frac15-\frac24\right)=\frac{4}{60}$

The sum is $2.3$, so $E_x=1.15$, although some terms are negative.

**One occupied and one virtual orbital.** With gap $\delta>0$ and the single integral $g=\sum_p(B^p)^2$, the energy is $E_x=g^2/(4\delta)\ge0$ for any number of factors. More generally, the numerator is a square whenever $i=j$ or $a=b$. With a gap, a negative value therefore needs at least two occupied and two virtual orbitals, as well as at least three factors.

## Lean source

```lean
import Mathlib

open Finset Filter

namespace SecondOrderExchangeSign

noncomputable section

variable {P O V : Type*} [Fintype P] [Fintype O] [Fintype V]

/-- The factorized integral `g_iajb = ∑_p B^p_ia B^p_jb`. -/
def eri (B : P → O → V → ℝ) (i : O) (a : V) (j : O) (b : V) : ℝ :=
  ∑ p, B p i a * B p j b

/-- The second-order exchange energy, half the sum of `g_iajb g_ibja / (e_a + e_b - e_i - e_j)`,
for orbital energies whose denominators do not vanish. -/
def exchangeEnergy (B : P → O → V → ℝ) (eo : O → ℝ) (ev : V → ℝ) : ℝ :=
  (1 / 2) * ∑ i, ∑ j, ∑ a, ∑ b,
    eri B i a j b * eri B i b j a / (ev a + ev b - eo i - eo j)

/-- With two factors, the exchange sum without energy denominators is a sum of squares. -/
theorem exchange_sum_of_squares (B : Fin 2 → O → V → ℝ) :
    ∑ i, ∑ j, ∑ a, ∑ b, eri B i a j b * eri B i b j a =
      ∑ a, ∑ b, (∑ i, (B 0 i a * B 0 i b - B 1 i a * B 1 i b)) ^ 2 +
      ∑ i, ∑ j, (∑ a, (B 0 i a * B 1 j a + B 1 i a * B 0 j a)) ^ 2 := by
  have swap : ∀ F : V → V → O → O → ℝ,
      ∑ a, ∑ b, ∑ i, ∑ j, F a b i j = ∑ i, ∑ j, ∑ a, ∑ b, F a b i j := by
    intro F
    have h : ∑ k : V × V, ∑ l : O × O, F k.1 k.2 l.1 l.2 =
        ∑ l : O × O, ∑ k : V × V, F k.1 k.2 l.1 l.2 := Finset.sum_comm
    simpa only [Fintype.sum_prod_type] using h
  -- write both squares as fourfold sums in the same order, then compare term by term
  simp only [sq, Finset.sum_mul_sum]
  rw [swap]
  simp only [← Finset.sum_add_distrib]
  refine Finset.sum_congr rfl fun i _ => Finset.sum_congr rfl fun j _ =>
    Finset.sum_congr rfl fun a _ => Finset.sum_congr rfl fun b _ => ?_
  simp only [eri, Fin.sum_univ_two]
  ring

/-- If a sum of exponentials with positive rates `d` and real weights `w` is nonnegative at all
times, then so is the sum of the weights divided by their rates. -/
theorem laplace_nonneg {ι : Type*} [Fintype ι] (w d : ι → ℝ) (hd : ∀ k, 0 < d k)
    (h : ∀ t : ℝ, 0 ≤ ∑ k, w k * Real.exp (-(t * d k))) : 0 ≤ ∑ k, w k / d k := by
  have hder : ∀ t : ℝ, HasDerivAt (fun t : ℝ => ∑ k, w k / d k * Real.exp (-(t * d k)))
      (-∑ k, w k * Real.exp (-(t * d k))) t := by
    intro t
    have h1 : ∀ k ∈ (Finset.univ : Finset ι),
        HasDerivAt (fun t : ℝ => w k / d k * Real.exp (-(t * d k)))
          (-(w k * Real.exp (-(t * d k)))) t := by
      intro k _
      have hk : w k / d k * d k = w k := div_mul_cancel₀ _ (hd k).ne'
      have h2 := (((hasDerivAt_id' t).mul_const (d k)).fun_neg.exp).const_mul (w k / d k)
      refine h2.congr_deriv ?_
      linear_combination (-(Real.exp (-(t * d k)))) * hk
    simpa only [Finset.sum_neg_distrib] using HasDerivAt.fun_sum h1
  -- the damped sum decreases to zero, so it starts at a nonnegative value
  have hanti : Antitone (fun t : ℝ => ∑ k, w k / d k * Real.exp (-(t * d k))) := by
    refine antitone_of_deriv_nonpos (fun t => (hder t).differentiableAt) fun t => ?_
    rw [(hder t).deriv]
    linarith [h t]
  have hlim : Tendsto (fun t : ℝ => ∑ k, w k / d k * Real.exp (-(t * d k))) atTop
      (nhds (∑ k, w k / d k * 0)) :=
    tendsto_finsetSum _ fun k _ => (Real.tendsto_exp_neg_atTop_nhds_zero.comp
      (tendsto_id.atTop_mul_const (hd k))).const_mul _
  have h0 := hanti.le_of_tendsto hlim 0
  simpa using h0

omit [Fintype O] [Fintype V] in
/-- Damping each factor by `exp(-t (e_a - e_i) / 2)` damps the integral `g_iajb` by
`exp(-t (e_a + e_b - e_i - e_j) / 2)`. -/
theorem eri_damped (B : P → O → V → ℝ) (eo : O → ℝ) (ev : V → ℝ) (t : ℝ)
    (i : O) (a : V) (j : O) (b : V) :
    eri (fun p i a => B p i a * Real.exp (-(t * (ev a - eo i) / 2))) i a j b =
      eri B i a j b * Real.exp (-(t * (ev a + ev b - eo i - eo j) / 2)) := by
  have hE : Real.exp (-(t * (ev a + ev b - eo i - eo j) / 2)) =
      Real.exp (-(t * (ev a - eo i) / 2)) * Real.exp (-(t * (ev b - eo j) / 2)) := by
    rw [← Real.exp_add]
    congr 1
    ring
  unfold eri
  rw [hE, Finset.sum_mul]
  refine Finset.sum_congr rfl fun p _ => ?_
  ring

/-- If every virtual level lies above every occupied level, the second-order exchange energy of
integrals built from two real factors is nonnegative. -/
theorem exchangeEnergy_nonneg_two (B : Fin 2 → O → V → ℝ) (eo : O → ℝ) (ev : V → ℝ)
    (gap : ∀ i a, eo i < ev a) : 0 ≤ exchangeEnergy B eo ev := by
  have key := laplace_nonneg (ι := O × O × V × V)
    (fun k => eri B k.1 k.2.2.1 k.2.1 k.2.2.2 * eri B k.1 k.2.2.2 k.2.1 k.2.2.1)
    (fun k => ev k.2.2.1 + ev k.2.2.2 - eo k.1 - eo k.2.1)
    (fun k => by linarith [gap k.1 k.2.2.1, gap k.2.1 k.2.2.2])
    (by
      intro t
      -- at each time the damped sum is the exchange sum of damped factors
      have h : 0 ≤ ∑ i, ∑ j, ∑ a, ∑ b,
          eri (fun p i a => B p i a * Real.exp (-(t * (ev a - eo i) / 2))) i a j b *
          eri (fun p i a => B p i a * Real.exp (-(t * (ev a - eo i) / 2))) i b j a := by
        rw [exchange_sum_of_squares]
        positivity
      simp only [Fintype.sum_prod_type]
      refine h.trans_eq (Finset.sum_congr rfl fun i _ => Finset.sum_congr rfl fun j _ =>
        Finset.sum_congr rfl fun a _ => Finset.sum_congr rfl fun b _ => ?_)
      have hE : Real.exp (-(t * (ev a + ev b - eo i - eo j))) =
          Real.exp (-(t * (ev a + ev b - eo i - eo j) / 2)) *
          Real.exp (-(t * (ev b + ev a - eo i - eo j) / 2)) := by
        rw [← Real.exp_add]
        congr 1
        ring
      rw [eri_damped, eri_damped, hE]
      ring)
  simp only [Fintype.sum_prod_type] at key
  exact mul_nonneg (by norm_num) key

/-- If every virtual level lies above every occupied level, the second-order exchange energy of
integrals built from a single real factor is nonnegative. -/
theorem exchangeEnergy_nonneg_one (B : O → V → ℝ) (eo : O → ℝ) (ev : V → ℝ)
    (gap : ∀ i a, eo i < ev a) : 0 ≤ exchangeEnergy (fun _ : Fin 1 => B) eo ev := by
  have h := exchangeEnergy_nonneg_two ![B, 0] eo ev gap
  simpa [exchangeEnergy, eri, Fin.sum_univ_two] using h

/-- The matrices of left multiplication by the quaternions `1, i, j, k` in the basis
`1, i, j, k`. -/
def quat : Fin 4 → Matrix (Fin 4) (Fin 4) ℤ :=
  ![!![1, 0, 0, 0; 0, 1, 0, 0; 0, 0, 1, 0; 0, 0, 0, 1],
    !![0, -1, 0, 0; 1, 0, 0, 0; 0, 0, 0, -1; 0, 0, 1, 0],
    !![0, 0, -1, 0; 0, 0, 0, 1; 1, 0, 0, 0; 0, -1, 0, 0],
    !![0, 0, 0, -1; 0, 0, -1, 0; 0, 1, 0, 0; 1, 0, 0, 0]]

/-- The four matrices obey the quaternion relations `i² = j² = k² = -1` and `ij = k`, with the
first matrix as the identity. -/
theorem quat_relations : quat 0 = 1 ∧ quat 1 * quat 1 = -1 ∧ quat 2 * quat 2 = -1 ∧
    quat 3 * quat 3 = -1 ∧ quat 1 * quat 2 = quat 3 := by
  decide +kernel

/-- In the exchange sum without denominators, a pair of equal quaternion units contributes `4`
and a pair of different units contributes `-4`. -/
theorem quat_pair : ∀ p q : Fin 4, ∑ i, ∑ j, ∑ a, ∑ b,
    quat p i a * quat p j b * (quat q i b * quat q j a) = if p = q then 4 else -4 := by
  decide +kernel

/-- For `m` distinct quaternion units as factors and a common nonzero orbital gap `D`, the
exchange energy times `D` equals `m (2 - m)`. -/
theorem exchangeEnergy_quat (f : P → Fin 4) (hf : Function.Injective f)
    (eo ev : Fin 4 → ℝ) (D : ℝ) (hD : D ≠ 0) (gap : ∀ i a, ev a - eo i = D) :
    D * exchangeEnergy (fun p i a => (quat (f p) i a : ℝ)) eo ev =
      (Fintype.card P : ℝ) * (2 - Fintype.card P) := by
  classical
  have hp : ∀ p q : Fin 4, ∑ i, ∑ j, ∑ a, ∑ b, ((quat p i a : ℝ) * (quat p j b : ℝ) *
      ((quat q i b : ℝ) * (quat q j a : ℝ))) = if p = q then 4 else -4 := by
    intro p q
    exact_mod_cast congrArg (Int.cast : ℤ → ℝ) (quat_pair p q)
  have hden : ∀ i j a b, ev a + ev b - eo i - eo j = 2 * D := by
    intro i j a b
    linarith [gap i a, gap j b]
  -- move the sum over pairs of factors to the outside
  have sw : ∑ k : Fin 4 × Fin 4 × Fin 4 × Fin 4, ∑ r : P × P,
      ((quat (f r.1) k.1 k.2.2.1 : ℝ) * (quat (f r.1) k.2.1 k.2.2.2 : ℝ) *
        ((quat (f r.2) k.1 k.2.2.2 : ℝ) * (quat (f r.2) k.2.1 k.2.2.1 : ℝ))) =
      ∑ r : P × P, ∑ k : Fin 4 × Fin 4 × Fin 4 × Fin 4,
      ((quat (f r.1) k.1 k.2.2.1 : ℝ) * (quat (f r.1) k.2.1 k.2.2.2 : ℝ) *
        ((quat (f r.2) k.1 k.2.2.2 : ℝ) * (quat (f r.2) k.2.1 k.2.2.1 : ℝ))) :=
    Finset.sum_comm
  simp only [Fintype.sum_prod_type, hp] at sw
  have hite : ∀ p q : P, (if f p = f q then (4 : ℝ) else -4) =
      (if p = q then 8 else 0) - 4 := by
    intro p q
    by_cases h : p = q
    · subst h
      norm_num
    · rw [if_neg h, if_neg (hf.ne h)]
      norm_num
  have hcount : ∑ p : P, ∑ q : P, (if f p = f q then (4 : ℝ) else -4) =
      (Fintype.card P : ℝ) * (8 - Fintype.card P * 4) := by
    simp only [hite, Finset.sum_sub_distrib, Finset.sum_ite_eq, Finset.mem_univ, if_true,
      Finset.sum_const, Finset.card_univ, nsmul_eq_mul]
    ring
  unfold exchangeEnergy
  simp only [hden, ← Finset.sum_div, eri, Finset.sum_mul_sum]
  rw [sw, hcount]
  field_simp
  ring

/-- With all four quaternion units as factors and a common nonzero orbital gap `D`, the exchange
energy is `-8 / D`, stated as a product. -/
theorem exchangeEnergy_four (eo ev : Fin 4 → ℝ) (D : ℝ) (hD : D ≠ 0)
    (gap : ∀ i a, ev a - eo i = D) :
    D * exchangeEnergy (fun p i a => (quat p i a : ℝ)) eo ev = -8 :=
  (exchangeEnergy_quat (fun p : Fin 4 => p) (fun _ _ h => h) eo ev D hD gap).trans
    (by norm_num)

/-- With the three factors `1, i, j` and a common positive orbital gap, the exchange energy is
negative. -/
theorem exchangeEnergy_three_neg (eo ev : Fin 4 → ℝ) (D : ℝ) (hD : 0 < D)
    (gap : ∀ i a, ev a - eo i = D) :
    exchangeEnergy (fun (p : Fin 3) i a => (quat p.castSucc i a : ℝ)) eo ev < 0 := by
  have h : D * exchangeEnergy (fun (p : Fin 3) i a => (quat p.castSucc i a : ℝ)) eo ev = -3 :=
    (exchangeEnergy_quat (fun p : Fin 3 => p.castSucc) (Fin.castSucc_injective 3)
      eo ev D hD.ne' gap).trans (by norm_num)
  by_contra hn
  have h2 := mul_nonneg hD.le (not_lt.mp hn)
  linarith

end

end SecondOrderExchangeSign
```

```lean
#print axioms SecondOrderExchangeSign.exchangeEnergy_nonneg_two
#print axioms SecondOrderExchangeSign.exchangeEnergy_nonneg_one
#print axioms SecondOrderExchangeSign.exchangeEnergy_four
#print axioms SecondOrderExchangeSign.exchangeEnergy_three_neg
```

```
'SecondOrderExchangeSign.exchangeEnergy_nonneg_two' depends on axioms: [propext, Classical.choice, Quot.sound]
'SecondOrderExchangeSign.exchangeEnergy_nonneg_one' depends on axioms: [propext, Classical.choice, Quot.sound]
'SecondOrderExchangeSign.exchangeEnergy_four' depends on axioms: [propext, Classical.choice, Quot.sound]
'SecondOrderExchangeSign.exchangeEnergy_three_neg' depends on axioms: [propext, Classical.choice, Quot.sound]
```

## Reading the definitions and theorems

The finite types `P`, `O` and `V` label factors, occupied orbitals and virtual orbitals. `B p i a` is $B^p_{ia}$, while `eo` and `ev` hold the occupied and virtual energies. `eri B i a j b` is $g_{iajb}$, in the order often written $(ia|jb)$. `exchangeEnergy` is $E_x$ with the sign and the factor $\frac12$ of the spin-orbital formula.

`exchangeEnergy_nonneg_two` and `exchangeEnergy_nonneg_one` state $E_x\ge0$ for arbitrary real factors. Their hypothesis `gap` says that each occupied energy is below each virtual energy; physically, the reference state fills the lowest levels and leaves a gap.

In the quaternion theorems, `gap` has a stronger meaning: all differences $e_a-e_i$ equal `D`, so the four occupied levels are degenerate, and so are the four virtual ones. The integer matrices `quat 0` to `quat 3` represent $1,\mathbf i,\mathbf j,\mathbf k$; these units are unrelated to the orbital labels $i,j$. The injective map `f` selects $m$ distinct units, and `exchangeEnergy_quat` states $D\,E_x=m(2-m)$. The product form makes `D ≠ 0` a real requirement, since Lean sets division by zero to zero and $E_x=-8/D$ would then hold emptily at $D=0$. `exchangeEnergy_four` gives $D\,E_x=-8$, and `exchangeEnergy_three_neg` gives $E_x<0$ for $1,\mathbf i,\mathbf j$ when $D>0$.

## From the algebra to the Lean proof

`exchange_sum_of_squares` expands both squares into fourfold sums, uses `swap` to put them in the same order, and lets `ring` check the term-by-term identity above. `laplace_nonneg` computes the derivative of $F$, deduces that $F$ is antitone, and compares its value at zero with its limit. `eri_damped` is the exponential bookkeeping for one integral.

`exchangeEnergy_nonneg_two` applies `laplace_nonneg` to all quadruples of orbitals. At each time it rewrites the damped sum as squares, and `positivity` closes the inequality. The one-factor theorem adds a zero factor.

For the quaternions, `quat_relations` confirms the multiplication rules. `quat_pair` obtains the values $4$ and $-4$ by direct evaluation instead of the trace argument. `exchangeEnergy_quat` moves the sum over pairs outside, counts equal and different pairs, and divides by the common denominator. The last two theorems insert $m=4$ and $m=3$.

## From factor arrays to molecular integrals

Given the gap, the nonnegativity theorems apply to any real integrals that have the stated form with at most two factors, wherever they come from. The factors are free arrays, however, and are not computed from orbitals and the Coulomb interaction. The negative values therefore rule out a sign rule based on factorization and gap alone, but they do not exhibit a molecule with negative second-order exchange.

The theorems concern real numbers and unscreened second-order exchange. In floating-point arithmetic a value that should be zero may come out with either sign, so a sign check needs a tolerance even where the bound applies. Higher orders of screened exchange require a separate argument.
